# For every Z > 1/2, the best single exponential for delta-helium lies 1/48 above a matched hyperbolic orbital

Optimising the exponent of a one-exponential orbital gives an energy, but no sign of how much is still lost through the orbital's fixed shape. For delta-helium, a one-dimensional two-electron atom with nuclear attraction \(-Z\delta(x)\) for each electron and repulsion \(\delta(x_1-x_2)\) in atomic units, treated here in the Hartree-Fock approximation, an explicit normalised orbital of another shape has an energy lower by exactly \(1/48\), whatever the nuclear charge \(Z>1/2\). The error of the single-exponential basis, measured from the Hartree-Fock limit, is therefore at least \(1/48\).

## Two electrons in one orbital

In atomic units, two electrons of opposite spin share a real spatial orbital \(g\) on the line. Each has kinetic energy \(\tfrac12\int (g')^2\), so the pair has

```lean
import Mathlib

open MeasureTheory Filter Topology Set
open Real (sinh cosh exp)

namespace DeltaHelium

noncomputable section

/-- Kinetic energy of two electrons sharing the real orbital `g`, if `g` is normalised. -/
def kinetic (g : ℝ → ℝ) : ℝ := ∫ x, deriv g x ^ 2
```

The repulsion \(\delta(x_1-x_2)\), averaged over the product density \(g(x_1)^2g(x_2)^2\), leaves a single integral.

```lean
/-- Contact repulsion of two electrons sharing the real orbital `g`, if `g` is normalised. -/
def repulsion (g : ℝ → ℝ) : ℝ := ∫ x, g x ^ 4
```

The nucleus attracts each electron through \(-Z\delta(x)\), so that
\[E_Z[g]=\int (g')^2\,dx-2Zg(0)^2+\int g^4\,dx .\]
In Lean, these definitions accept any real function. Their values are the physical energies if \(g\) is normalised, continuous and piecewise smooth, with a square-integrable derivative, as both orbitals below are. Normalisation alone is not enough: a step function has derivative zero almost everywhere, but no finite kinetic energy.

```lean
/-- The Hartree-Fock energy functional of delta-helium with nuclear charge `Z`; its value is the
energy of the pair in the orbital `g` if `g` is normalised. -/
def energy (Z : ℝ) (g : ℝ → ℝ) : ℝ := kinetic g - 2 * Z * g 0 ^ 2 + repulsion g
```

## The matched orbital and its rival

The orbital \(f(x)=k/\sinh(k|x|+b)\) has decay rate \(k=Z-\tfrac12\), positive because \(Z>\tfrac12\), and a shift \(b>0\) with \(\coth b=Z/k\). The condition on \(b\) is the nuclear cusp condition \(f'(0^+)=-Zf(0)\). The choice of \(k\) normalises \(f\), as the slope equations below will show.

```lean
/-- The parameters of the orbital: `Z > 1/2`, `k = Z - 1/2`, `b > 0` and `coth b = Z / k`. -/
structure Matching (Z k b : ℝ) : Prop where
  charge : 1 / 2 < Z
  rate : k = Z - 1 / 2
  pos : 0 < b
  coth : cosh b / sinh b = Z / k
```

On the right half-line, write \(f(x)=k/\sinh(kx+b)\) and \(v(x)=k\coth(kx+b)\), which is minus the logarithmic derivative of \(f\).

```lean
/-- The function `k / sinh (k x + b)`, for `k x + b ≠ 0`. -/
def profile (k b x : ℝ) : ℝ := k / sinh (k * x + b)

/-- The function `k coth (k x + b)`, for `k x + b ≠ 0`. -/
def slope (k b x : ℝ) : ℝ := k * cosh (k * x + b) / sinh (k * x + b)
```

Replacing \(x\) by \(|x|\) gives the orbital on the whole line.

```lean
/-- The orbital `k / sinh (k |x| + b)`, for `k, b > 0`. -/
def hfOrbital (k b x : ℝ) : ℝ := profile k b |x|
```

Its rival is \(\sqrt z\,e^{-z|x|}\), with \(z>0\).

```lean
/-- The single-exponential orbital with exponent `z > 0`. -/
def expOrbital (z x : ℝ) : ℝ := √z * exp (-(z * |x|))
```

The matching condition has a solution for each allowed charge. If \(e^{2b}=4Z-1\), then
\[\coth b=\frac{e^{2b}+1}{e^{2b}-1}=\frac{4Z}{4Z-2}=\frac Zk .\]
The proof clears denominators and uses \(e^be^{-b}=1\).

```lean
/-- For every `Z > 1/2` the matching condition is solved by `b = log (4 Z - 1) / 2`. -/
theorem matching_witness {Z : ℝ} (hZ : 1 / 2 < Z) :
    Matching Z (Z - 1 / 2) (Real.log (4 * Z - 1) / 2) := by
  have hb : 0 < Real.log (4 * Z - 1) / 2 := half_pos (Real.log_pos (by linarith))
  refine ⟨hZ, rfl, hb, ?_⟩
  have h2 : exp (Real.log (4 * Z - 1) / 2) * exp (Real.log (4 * Z - 1) / 2) = 4 * Z - 1 := by
    rw [← Real.exp_add, add_halves, Real.exp_log (by linarith)]
  generalize Real.log (4 * Z - 1) / 2 = b at *
  have h1 : exp b * exp (-b) = 1 := by rw [← Real.exp_add, add_neg_cancel, Real.exp_zero]
  rw [div_eq_div_iff (Real.sinh_pos_iff.2 hb).ne' (by linarith : 0 < Z - 1 / 2).ne',
    Real.cosh_eq, Real.sinh_eq]
  linear_combination (exp b / 4) * h1 - (exp (-b) / 4) * h2
```

## Integrals from half-line antiderivatives

In the next theorem \(g\) is an integrand, not an orbital. If \(G'=g\ge0\) for \(x\ge0\) and \(G\to L\), evenness gives
\[\int_{-\infty}^{\infty}g(|x|)\,dx=2\,(L-G(0)).\]
Non-negativity and the finite limit also guarantee integrability.

```lean
/-- A non-negative even density integrates to twice the increase of its antiderivative `G`
on the right half-line, if `G` has a limit at infinity. -/
theorem integral_even {g G : ℝ → ℝ} {L : ℝ} (hG : ∀ x, 0 ≤ x → HasDerivAt G (g x) x)
    (hg : ∀ x, 0 ≤ g x) (hL : Tendsto G atTop (𝓝 L)) : ∫ x, g |x| = 2 * (L - G 0) := by
  rw [integral_comp_abs (f := g),
    integral_Ioi_of_hasDerivAt_of_nonneg' (fun x hx => hG x hx) (fun x _ => hg x) hL]
```

For an orbital \(p(|x|)\), the derivative is \(\pm p'(|x|)\) away from the nucleus, and squaring removes the sign. The cusp is a single point and does not affect the integral; the proof discards it and treats the two signs of \(x\) separately.

```lean
/-- The kinetic energy of an even orbital `p |x|`, with `p` differentiable for `x > 0`, is the
integral of `p' |x|` squared. -/
theorem kinetic_even {p p' : ℝ → ℝ} (hp : ∀ x, 0 < x → HasDerivAt p (p' x) x) :
    kinetic (fun y => p |y|) = ∫ x, p' |x| ^ 2 := by
  refine integral_congr_ae ?_
  -- the cusp at the nucleus is a null set
  filter_upwards [compl_mem_ae_iff.2 (measure_singleton (0 : ℝ))] with x hx
  have hx' : x ≠ 0 := hx
  rcases lt_or_gt_of_ne hx' with h | h
  · have d : HasDerivAt (fun y => p |y|) (p' |x| * -1) x :=
      (hp |x| (abs_pos.2 hx')).comp x (hasDerivAt_abs_neg h)
    rw [d.deriv]
    ring
  · have d : HasDerivAt (fun y => p |y|) (p' |x| * 1) x :=
      (hp |x| (abs_pos.2 hx')).comp x (hasDerivAt_abs_pos h)
    rw [d.deriv, mul_one]
```

## Slope equations

Differentiating, and using \(\cosh^2-\sinh^2=1\), gives for \(x\ge0\)
\[f'=-vf,\qquad v'=-f^2,\qquad v^2=k^2+f^2 .\]
Also \(v(0)=k\coth b=Z\). With \(q=e^{-(kx+b)}\), \(v=k(1+q^2)/(1-q^2)\to k\). The proof follows these calculations; `Real.cosh_sq` supplies the hyperbolic identity.

```lean
/-- Under the matching condition, `f = profile` and `v = slope` obey `f' = -v f`, `v' = -f²` and
`v² = k² + f²` for `x ≥ 0`; `v` starts at `Z` and tends to `k`. -/
theorem slope_spec {Z k b : ℝ} (m : Matching Z k b) :
    (∀ x, 0 ≤ x → HasDerivAt (profile k b) (-(slope k b x * profile k b x)) x ∧
      HasDerivAt (slope k b) (-profile k b x ^ 2) x ∧
      slope k b x ^ 2 = k ^ 2 + profile k b x ^ 2) ∧
    slope k b 0 = Z ∧ Tendsto (slope k b) atTop (𝓝 k) := by
  have hk : 0 < k := by linarith [m.charge, m.rate]
  have hb := m.pos
  have hs : ∀ x, 0 ≤ x → 0 < sinh (k * x + b) := fun x hx => Real.sinh_pos_iff.2 (by positivity)
  refine ⟨fun x hx => ?_, ?_, ?_⟩
  · have hu : HasDerivAt (fun y => k * y + b) k x := by
      simpa using ((hasDerivAt_id' x).const_mul k).add_const b
    have hc := Real.cosh_sq (k * x + b)
    have h0 := (hs x hx).ne'
    refine ⟨((hasDerivAt_const x k).fun_div hu.sinh h0).congr_deriv ?_,
      ((hu.cosh.const_mul k).fun_div hu.sinh h0).congr_deriv ?_, ?_⟩
    · simp only [slope, profile]
      ring
    · rw [profile, div_pow, ← neg_div]
      congr 1
      linear_combination (-k ^ 2) * hc
    · rw [slope, profile, div_pow, div_pow, div_eq_iff (pow_ne_zero 2 h0), add_mul,
        div_mul_cancel₀ _ (pow_ne_zero 2 h0)]
      linear_combination k ^ 2 * hc
  · rw [slope, mul_zero, zero_add, mul_div_assoc, m.coth]
    field_simp
  · -- coth u = (1 + q²) / (1 - q²) with q = exp (-u)
    have hq : Tendsto (fun x => exp (-(k * x + b))) atTop (𝓝 0) :=
      Real.tendsto_exp_neg_atTop_nhds_zero.comp
        (tendsto_atTop_add_const_right _ b (tendsto_id.const_mul_atTop hk))
    have h := (((hq.mul hq).const_add 1).div ((hq.mul hq).const_sub 1)
      (by norm_num)).const_mul k
    rw [show k * ((1 + 0 * 0) / (1 - 0 * 0)) = k by norm_num] at h
    refine h.congr' ?_
    filter_upwards [eventually_ge_atTop 0] with x hx
    have h1 : exp (k * x + b) * exp (-(k * x + b)) = 1 := by
      rw [← Real.exp_add, add_neg_cancel, Real.exp_zero]
    have h2 : exp (-(k * x + b)) < 1 :=
      Real.exp_lt_one_iff.2 (by linarith [mul_nonneg hk.le hx])
    have h3 : 1 - exp (-(k * x + b)) * exp (-(k * x + b)) ≠ 0 := by
      have h4 := Real.exp_pos (-(k * x + b))
      exact ne_of_gt (by nlinarith)
    rw [slope, mul_div_assoc]
    congr 1
    refine (div_eq_div_iff h3 (hs x hx).ne').2 ?_
    rw [Real.cosh_eq, Real.sinh_eq]
    linear_combination exp (-(k * x + b)) * h1
```

The second equation gives \(\int f^2=2(Z-k)=1\), so \(f\) is normalised; this step is done here by hand and is not stated as a Lean theorem. Differentiating the first gives \(-\tfrac12f''+f^3=-\tfrac12k^2f\), the Hartree-Fock equation away from the nucleus. That \(f\) minimises the energy among all normalised orbitals is not established here.

## Energy of the matched orbital

The kinetic integrand is \(v^2f^2=(-v^3/3)'\), so, with \(Z-k=\tfrac12\),
\[\int(f')^2=\tfrac23(Z^3-k^3)=Z^2-\tfrac Z2+\tfrac1{12}.\]
Likewise \(f^4=f^2(v^2-k^2)=(-v^3/3+k^2v)'\), hence
\[\int f^4=\tfrac23(Z^3-k^3)-2k^2(Z-k)=\tfrac Z2-\tfrac16 .\]
At the nucleus \(f(0)^2=Z^2-k^2=Z-\tfrac14\). Adding the three terms,
\[E_Z[f]=-Z^2+\tfrac Z2-\tfrac1{12}.\]
In the code, `hT` and `hR` are the two integrals, and `congr_deriv` matches each antiderivative to its integrand.

```lean
/-- Kinetic energy, repulsion and total energy of `hfOrbital` under the matching condition. -/
theorem hf_parts {Z k b : ℝ} (m : Matching Z k b) :
    kinetic (hfOrbital k b) = Z ^ 2 - Z / 2 + 1 / 12 ∧
    repulsion (hfOrbital k b) = Z / 2 - 1 / 6 ∧
    energy Z (hfOrbital k b) = -Z ^ 2 + Z / 2 - 1 / 12 := by
  obtain ⟨hr, h0, hL⟩ := slope_spec m
  -- both integrands have antiderivatives polynomial in the slope
  have hT : kinetic (hfOrbital k b) = Z ^ 2 - Z / 2 + 1 / 12 := by
    refine (kinetic_even fun x hx => (hr x hx.le).1).trans ((integral_even
      (g := fun x => (-(slope k b x * profile k b x)) ^ 2)
      (G := fun x => (-1 / 3) * (slope k b x * slope k b x * slope k b x))
      (fun x hx => ?_) (fun x => sq_nonneg _) (((hL.mul hL).mul hL).const_mul _)).trans ?_)
    · have hv := (hr x hx).2.1
      exact (((hv.fun_mul hv).fun_mul hv).const_mul (-1 / 3)).congr_deriv (by ring)
    · rw [h0, m.rate]
      ring
  have hR : repulsion (hfOrbital k b) = Z / 2 - 1 / 6 := by
    refine (integral_even (g := fun x => profile k b x ^ 4)
      (G := fun x => (-1 / 3) * (slope k b x * slope k b x * slope k b x) + k ^ 2 * slope k b x)
      (fun x hx => ?_) (fun x => by positivity)
      ((((hL.mul hL).mul hL).const_mul _).add (hL.const_mul _))).trans ?_
    · obtain ⟨-, hv, hsq⟩ := hr x hx
      exact ((((hv.fun_mul hv).fun_mul hv).const_mul (-1 / 3)).fun_add
        (hv.const_mul (k ^ 2))).congr_deriv (by linear_combination profile k b x ^ 2 * hsq)
    · rw [h0, m.rate]
      ring
  refine ⟨hT, hR, ?_⟩
  have h := (hr 0 le_rfl).2.2
  rw [h0, m.rate] at h
  rw [energy, hT, hR, hfOrbital, abs_zero, m.rate]
  linear_combination 2 * Z * h
```

## Energy of the exponential

Let \(p(x)=\sqrt z\,e^{-zx}\), so \(p'=-zp\) and \(p(0)^2=z\). The antiderivatives of \(p^2\), \((p')^2\) and \(p^4\) are \(-p^2/(2z)\), \(-zp^2/2\) and \(-p^4/(4z)\), all vanishing at infinity. The integrals over the line are therefore \(1\), \(z^2\) and \(z/2\), proved as `hN`, `hT` and `hR`, and the energy is \(z^2-2Zz+z/2\).

```lean
/-- For `z > 0` the single exponential is normalised and has energy `z² - 2 Z z + z / 2`. -/
theorem exp_orbital (Z : ℝ) {z : ℝ} (hz : 0 < z) :
    ∫ x, expOrbital z x ^ 2 = 1 ∧
      energy Z (expOrbital z) = z ^ 2 - 2 * Z * z + z / 2 := by
  obtain ⟨p, hp⟩ : ∃ p : ℝ → ℝ, p = fun x => √z * exp (-(z * x)) := ⟨_, rfl⟩
  have he : expOrbital z = fun y => p |y| := by rw [hp]; rfl
  have hd : ∀ x, HasDerivAt p (-(z * p x)) x := fun x => by
    rw [hp]
    exact ((((hasDerivAt_id' x).const_mul z).fun_neg).exp.const_mul √z).congr_deriv (by ring)
  have hL : Tendsto p atTop (𝓝 0) := by
    have h := (Real.tendsto_exp_neg_atTop_nhds_zero.comp
      (tendsto_id.const_mul_atTop hz)).const_mul √z
    rw [mul_zero] at h
    rw [hp]
    exact h
  have h0 : p 0 * p 0 = z := by simp [hp, Real.mul_self_sqrt hz.le]
  have hN : ∫ x, p |x| ^ 2 = 1 := by
    refine (integral_even (g := fun x => p x ^ 2) (G := fun x => (-1 / (2 * z)) * (p x * p x))
      (fun x _ => (((hd x).fun_mul (hd x)).const_mul _).congr_deriv (by field_simp; ring))
      (fun x => sq_nonneg _) ((hL.mul hL).const_mul _)).trans ?_
    rw [h0]
    field_simp
    ring
  have hT : kinetic (fun y => p |y|) = z ^ 2 := by
    refine (kinetic_even fun x _ => hd x).trans ((integral_even
      (g := fun x => (-(z * p x)) ^ 2) (G := fun x => (-z / 2) * (p x * p x))
      (fun x _ => (((hd x).fun_mul (hd x)).const_mul _).congr_deriv (by ring))
      (fun x => sq_nonneg _) ((hL.mul hL).const_mul _)).trans ?_)
    rw [h0]
    ring
  have hR : repulsion (fun y => p |y|) = z / 2 := by
    refine (integral_even (g := fun x => p x ^ 4)
      (G := fun x => (-1 / (4 * z)) * (p x * p x * (p x * p x)))
      (fun x _ => ((((hd x).fun_mul (hd x)).fun_mul ((hd x).fun_mul (hd x))).const_mul
        _).congr_deriv (by field_simp; ring))
      (fun x => by positivity) (((hL.mul hL).mul (hL.mul hL)).const_mul _)).trans ?_
    rw [h0]
    field_simp
    ring
  rw [he]
  refine ⟨hN, ?_⟩
  rw [energy, hT, hR, abs_zero]
  linear_combination (-2 * Z) * h0
```

## The gap of 1/48

Completing the square,
\[z^2-2Zz+\tfrac z2=\bigl(z-(Z-\tfrac14)\bigr)^2-(Z-\tfrac14)^2 .\]
The minimum is at \(z=Z-\tfrac14>0\), and
\[-(Z-\tfrac14)^2-E_Z[f]=\tfrac1{12}-\tfrac1{16}=\tfrac1{48}.\]
`IsLeast` says that \(E_Z[f]+\tfrac1{48}\) is the energy of some exponential with \(z>0\) and that none has a lower one. The first half of the proof supplies the exponent; the second gives `nlinarith` the square.

```lean
/-- Under the matching condition, the lowest single-exponential energy is exactly `1/48` above
the energy of `hfOrbital`, whatever the nuclear charge. -/
theorem basis_error {Z k b : ℝ} (m : Matching Z k b) :
    IsLeast ((fun z => energy Z (expOrbital z)) '' Ioi 0)
      (energy Z (hfOrbital k b) + 1 / 48) := by
  rw [(hf_parts m).2.2]
  constructor
  · -- the best exponent is Z - 1/4
    have hz : 0 < Z - 1 / 4 := by linarith [m.charge]
    refine ⟨Z - 1 / 4, hz, ?_⟩
    beta_reduce
    rw [(exp_orbital Z hz).2]
    ring
  · rintro _ ⟨z, hz, rfl⟩
    beta_reduce
    rw [(exp_orbital Z hz).2]
    nlinarith [sq_nonneg (z - (Z - 1 / 4))]

end

end DeltaHelium
```

```lean
#print axioms DeltaHelium.basis_error
-- 'DeltaHelium.basis_error' depends on axioms: [propext, Classical.choice, Quot.sound]
```
